# Single-state expectation values in a degenerate level depend on the basis unless the observable is scalar there

## Two correct tables that disagree

Two programs solve the same linear molecule without spin–orbit coupling. For a degenerate pair of π orbitals, with $z$ along the molecular axis, one lists $\langle L_z\rangle=\hbar,-\hbar$ and the other $0,0$. Someone who takes these numbers for properties of the level will look for a bug. There is none: the first program returned complex orbitals, the second real ones, and any orthonormal basis of the level solves the eigenvalue problem equally well.

For finite, exactly degenerate levels in electronic-structure work, this means comparing sums over the level before comparing individual states.

## Fourier states and the criterion

Let $e_0,\dots,e_{d-1}$ be an orthonormal basis of the level, with $Ae_j=a_je_j$ and $d\ge1$. Put $\omega=e^{2\pi i/d}$ and
$$f_k=\frac1{\sqrt d}\sum_{j=0}^{d-1}\omega^{jk}e_j .$$
The $f_k$ are orthonormal, and each has expectation value $\operatorname{tr}(A)/d$. For Hermitian $A$, the list of expectation values is the same in all orthonormal bases, up to relabelling, exactly when $A=c\,1$ with $c$ real. The sum of the list never changes.

In Lean, the level is the complex inner product space `V`, and `OrthonormalBasis (Fin d) ℂ V` fixes its dimension as $d$. The observable is a linear map `A`, acting within the level; one that leads out of it must first be projected. Hermiticity is `A.IsSymmetric`, and the permutation `σ` expresses relabelling. The theorem `fourierState_equal_expectations` assumes the eigenbasis and allows complex $a_j$; the criterion obtains its eigenbasis from Hermiticity.

Several lemmas take only a family `e : Fin d → V`, so there `V` may be a larger Hilbert space containing the level. In particular, `fourierState_energy` says that the $f_k$ keep the common energy of the $e_j$. Levels that are only nearly degenerate lie beyond this model.

## Derivation

**Phases.** For labels $k,l$, set $w=\omega^{l-k}$. Then
$$\sum_j\overline{\omega^{jk}}\,\omega^{jl}=\sum_{j=0}^{d-1}w^j .$$
If $k=l$, this is $d$. Otherwise $0<|l-k|<d$, so $w\ne1$, while $w^d=1$. From $(w-1)\sum_jw^j=w^d-1=0$ the sum vanishes.

**Matrix elements.** Since $\langle e_m,Ae_j\rangle=a_j\delta_{mj}$,
$$\langle f_k,Af_l\rangle=\frac1d\sum_{m,j}\overline{\omega^{mk}}\,\omega^{jl}\langle e_m,Ae_j\rangle=\frac1d\sum_j\omega^{j(l-k)}a_j .$$
Taking $A=1$ gives $\langle f_k,f_l\rangle=\delta_{kl}$. Taking $k=l$ gives $\frac1d\sum_ja_j=\operatorname{tr}(A)/d$.

**Sum.** Let $b'_k=\sum_mU_{mk}b_m$ with $U$ unitary. Then
$$\sum_k\langle b'_k,Ab'_k\rangle=\sum_{m,n}\Big(\sum_k\overline{U_{mk}}U_{nk}\Big)\langle b_m,Ab_n\rangle=\sum_m\langle b_m,Ab_m\rangle .$$

**Criterion.** If $A=c\,1$, every normalised state gives $c$. Conversely, suppose the lists always agree up to relabelling. Compare an eigenbasis of $A$ with its Fourier basis: each $a_k$ equals some Fourier expectation value, and all of these equal the average. Hence all $a_k$ coincide and $A$ is scalar.

## One and two states

For $d=1$, $f_0=e_0$ and every Hermitian $A$ is scalar. For $d=2$, $f_0=(e_0+e_1)/\sqrt2$ and $f_1=(e_0-e_1)/\sqrt2$. Eigenvalues $\hbar,-\hbar$ then give Fourier expectation values $0,0$, as in the two tables.

## The Lean file

```lean
import Mathlib

open scoped InnerProductSpace ComplexConjugate

namespace DegenerateLevelObservables

noncomputable section

variable {d : ℕ} {V : Type*} [NormedAddCommGroup V] [InnerProductSpace ℂ V]

/-- The Fourier phase `exp(2πi jk/d)`, for `d ≥ 1` and labels `j, k = 0, …, d-1`. -/
def phase (j k : Fin d) : ℂ :=
  Complex.exp (2 * Real.pi * Complex.I * (j : ℕ) * (k : ℕ) / d)

/-- The Fourier combination `f_k = d^(-1/2) ∑_j exp(2πi jk/d) e_j` of `d ≥ 1` states. -/
def fourierState (e : Fin d → V) (k : Fin d) : V :=
  ((Real.sqrt d : ℝ) : ℂ)⁻¹ • ∑ j, phase j k • e j

/-- Each Fourier phase is a power of the basic phase `exp(2πi/d)`. -/
lemma phase_eq_pow (j k : Fin d) :
    phase j k = Complex.exp (2 * Real.pi * Complex.I / d) ^ ((j : ℕ) * (k : ℕ)) := by
  rw [phase, ← Complex.exp_nat_mul]
  congr 1
  push_cast
  ring

/-- The basic phase `exp(2πi/d)` has modulus one. -/
lemma conj_mul_root (d : ℕ) :
    conj (Complex.exp (2 * Real.pi * Complex.I / d)) *
      Complex.exp (2 * Real.pi * Complex.I / d) = 1 := by
  have h : 2 * Real.pi * Complex.I / d = ((2 * Real.pi / d : ℝ) : ℂ) * Complex.I := by
    push_cast
    ring
  rw [Complex.conj_mul', h, Complex.norm_exp_ofReal_mul_I]
  simp

/-- Columns of Fourier phases with different labels are orthogonal, and each column has
squared norm `d`. -/
theorem phase_orthogonality (k l : Fin d) :
    ∑ j, conj (phase j k) * phase j l = if k = l then (d : ℂ) else 0 := by
  have hd : d ≠ 0 := by
    have := k.isLt
    omega
  have hp := Complex.isPrimitiveRoot_exp d hd
  have hu := conj_mul_root d
  have hph := fun j k : Fin d => phase_eq_pow j k
  generalize Complex.exp (2 * Real.pi * Complex.I / d) = ζ at hp hu hph
  -- the summands form a geometric progression
  have hterm : ∀ j : Fin d, conj (phase j k) * phase j l =
      (conj ζ ^ (k : ℕ) * ζ ^ (l : ℕ)) ^ (j : ℕ) := by
    intro j
    rw [hph, hph, map_pow]
    ring
  rw [Finset.sum_congr rfl (fun j _ => hterm j)]
  by_cases h : k = l
  · subst h
    rw [← mul_pow, hu, one_pow]
    simp
  · have hw1 : conj ζ ^ (k : ℕ) * ζ ^ (l : ℕ) ≠ 1 := by
      intro hw
      apply h
      apply Fin.ext
      apply hp.pow_inj k.isLt l.isLt
      calc ζ ^ (k : ℕ) = ζ ^ (k : ℕ) * (conj ζ ^ (k : ℕ) * ζ ^ (l : ℕ)) := by
            rw [hw, mul_one]
        _ = (conj ζ * ζ) ^ (k : ℕ) * ζ ^ (l : ℕ) := by
            rw [mul_pow]
            ring
        _ = ζ ^ (l : ℕ) := by rw [hu, one_pow, one_mul]
    have hwd : (conj ζ ^ (k : ℕ) * ζ ^ (l : ℕ)) ^ d = 1 := by
      calc (conj ζ ^ (k : ℕ) * ζ ^ (l : ℕ)) ^ d
          = conj (ζ ^ d) ^ (k : ℕ) * (ζ ^ d) ^ (l : ℕ) := by
            rw [map_pow]
            ring
        _ = 1 := by
            rw [hp.pow_eq_one]
            simp
    have hg := geom_sum_mul (conj ζ ^ (k : ℕ) * ζ ^ (l : ℕ)) d
    rw [hwd, sub_self] at hg
    rw [if_neg h, Fin.sum_univ_eq_sum_range
      (fun n => (conj ζ ^ (k : ℕ) * ζ ^ (l : ℕ)) ^ n) d]
    exact (mul_eq_zero.mp hg).resolve_right (sub_ne_zero.mpr hw1)

/-- If `A` is diagonal in the states `e_j` with entries `a_j`, its matrix elements between
Fourier states are phase-weighted averages of the `a_j`. -/
theorem fourierState_matrixElement (e : Fin d → V) (A : V →ₗ[ℂ] V) (a : Fin d → ℂ)
    (h : ∀ i j, ⟪e i, A (e j)⟫_ℂ = if i = j then a j else 0) (k l : Fin d) :
    ⟪fourierState e k, A (fourierState e l)⟫_ℂ =
      (d : ℂ)⁻¹ * ∑ j, conj (phase j k) * phase j l * a j := by
  have hs : ((Real.sqrt d : ℝ) : ℂ)⁻¹ * ((Real.sqrt d : ℝ) : ℂ)⁻¹ = (d : ℂ)⁻¹ := by
    rw [← mul_inv, ← Complex.ofReal_mul, Real.mul_self_sqrt (Nat.cast_nonneg d),
      Complex.ofReal_natCast]
  simp only [fourierState, map_smul, map_sum, inner_smul_left, inner_smul_right, sum_inner,
    inner_sum, h, mul_ite, mul_zero, Finset.sum_ite_eq',
    Finset.mem_univ, if_true, map_inv₀, Complex.conj_ofReal]
  -- move the normalisation inside both sums and compare term by term
  rw [← hs, Finset.mul_sum, Finset.mul_sum]
  refine Finset.sum_congr rfl fun j _ => ?_
  ring

/-- The Fourier combinations of orthonormal states are orthonormal. -/
theorem fourierState_orthonormal {e : Fin d → V} (he : Orthonormal ℂ e) :
    Orthonormal ℂ (fourierState e) := by
  rw [orthonormal_iff_ite]
  intro k l
  have hd : (d : ℂ) ≠ 0 := by
    have := k.isLt
    exact Nat.cast_ne_zero.mpr (by omega)
  -- the matrix elements of the identity are the overlaps
  have h := fourierState_matrixElement e LinearMap.id (fun _ => 1)
    (fun i j => orthonormal_iff_ite.mp he i j) k l
  simp only [mul_one, LinearMap.id_apply, phase_orthogonality] at h
  rw [h]
  split_ifs
  · exact inv_mul_cancel₀ hd
  · exact mul_zero _

/-- If all `e_j` are eigenstates of `H` with the same energy `ε`, every Fourier combination
satisfies the same eigenvalue equation. -/
theorem fourierState_energy (e : Fin d → V) (H : V →ₗ[ℂ] V) (ε : ℂ)
    (h : ∀ j, H (e j) = ε • e j) (k : Fin d) :
    H (fourierState e k) = ε • fourierState e k := by
  simp only [fourierState, map_smul, map_sum, h, Finset.smul_sum]
  refine Finset.sum_congr rfl fun j _ => ?_
  module

/-- If orthonormal states `e_j` are eigenstates of `A` with eigenvalues `a_j`, every Fourier
state has the average of the `a_j` as its expectation value. -/
theorem fourierState_expectation {e : Fin d → V} (he : Orthonormal ℂ e)
    (A : V →ₗ[ℂ] V) (a : Fin d → ℂ) (hA : ∀ j, A (e j) = a j • e j) (k : Fin d) :
    ⟪fourierState e k, A (fourierState e k)⟫_ℂ = (∑ j, a j) / d := by
  have hdiag : ∀ i j, ⟪e i, A (e j)⟫_ℂ = if i = j then a j else 0 := by
    intro i j
    rw [hA, inner_smul_right, orthonormal_iff_ite.mp he i j, mul_ite, mul_one, mul_zero]
  have hone : ∀ j : Fin d, conj (phase j k) * phase j k = 1 := by
    intro j
    rw [phase_eq_pow, map_pow, ← mul_pow, conj_mul_root, one_pow]
  rw [fourierState_matrixElement e A a hdiag]
  simp only [hone, one_mul]
  rw [div_eq_inv_mul]

/-- For an orthonormal eigenbasis `e_j` of `A` on a level of dimension `d`, the Fourier states
are orthonormal and each has expectation value `tr(A)/d`. -/
theorem fourierState_equal_expectations (e : OrthonormalBasis (Fin d) ℂ V)
    (A : V →ₗ[ℂ] V) (a : Fin d → ℂ) (hA : ∀ j, A (e j) = a j • e j) :
    Orthonormal ℂ (fourierState e) ∧
      ∀ k, ⟪fourierState e k, A (fourierState e k)⟫_ℂ = LinearMap.trace ℂ V A / d := by
  refine ⟨fourierState_orthonormal e.orthonormal, fun k => ?_⟩
  rw [fourierState_expectation e.orthonormal A a hA, LinearMap.trace_eq_sum_inner A e]
  congr 1
  refine Finset.sum_congr rfl fun j _ => ?_
  rw [hA, inner_smul_right, orthonormal_iff_ite.mp e.orthonormal j j, if_pos rfl, mul_one]

/-- The sum of the expectation values of `A` over a level is the same in any two orthonormal
bases. -/
theorem sum_expectation_basis_independent (A : V →ₗ[ℂ] V)
    (b b' : OrthonormalBasis (Fin d) ℂ V) :
    ∑ k, ⟪b k, A (b k)⟫_ℂ = ∑ k, ⟪b' k, A (b' k)⟫_ℂ := by
  rw [← LinearMap.trace_eq_sum_inner A b, ← LinearMap.trace_eq_sum_inner A b']

/-- For Hermitian `A` on a level of dimension `d`, the state-resolved expectation values agree
in all orthonormal bases, up to relabelling, if and only if `A` is a real multiple of the
identity. -/
theorem expectations_basis_independent_iff [FiniteDimensional ℂ V] {A : V →ₗ[ℂ] V}
    (hA : A.IsSymmetric) (hd : Module.finrank ℂ V = d) :
    (∀ b b' : OrthonormalBasis (Fin d) ℂ V, ∃ σ : Equiv.Perm (Fin d),
      ∀ k, ⟪b k, A (b k)⟫_ℂ = ⟪b' (σ k), A (b' (σ k))⟫_ℂ) ↔
    ∃ c : ℝ, A = (c : ℂ) • LinearMap.id := by
  constructor
  · intro h
    obtain ⟨e, a, hea⟩ : ∃ (e : OrthonormalBasis (Fin d) ℂ V) (a : Fin d → ℝ),
        ∀ j, A (e j) = (a j : ℂ) • e j :=
      ⟨hA.eigenvectorBasis hd, hA.eigenvalues hd, fun j => hA.apply_eigenvectorBasis hd j⟩
    have hon := fourierState_orthonormal e.orthonormal
    obtain ⟨F, hF⟩ : ∃ F : OrthonormalBasis (Fin d) ℂ V, ⇑F = fourierState e :=
      ⟨OrthonormalBasis.mk hon (hon.linearIndependent.span_eq_top_of_card_eq_finrank'
        (by rw [Fintype.card_fin, hd])).ge, OrthonormalBasis.coe_mk _ _⟩
    -- comparing the eigenbasis with its Fourier basis makes all eigenvalues equal
    obtain ⟨σ, hσ⟩ := h e F
    refine ⟨(∑ j, a j) / d, e.toBasis.ext fun k => ?_⟩
    have hk := hσ k
    rw [hF, fourierState_expectation e.orthonormal A (fun j => (a j : ℂ)) hea, hea,
      inner_smul_right, orthonormal_iff_ite.mp e.orthonormal k k, if_pos rfl, mul_one] at hk
    rw [OrthonormalBasis.coe_toBasis, hea, hk, LinearMap.smul_apply, LinearMap.id_apply]
    push_cast
    rfl
  · rintro ⟨c, rfl⟩ b b'
    have hb : ∀ (b : OrthonormalBasis (Fin d) ℂ V) (k : Fin d), ⟪b k, b k⟫_ℂ = 1 := by
      intro b k
      rw [orthonormal_iff_ite.mp b.orthonormal k k, if_pos rfl]
    refine ⟨1, fun k => ?_⟩
    simp only [LinearMap.smul_apply, LinearMap.id_apply, inner_smul_right, hb]

end

end DegenerateLevelObservables
```

```lean
#print axioms DegenerateLevelObservables.fourierState_energy
-- 'DegenerateLevelObservables.fourierState_energy' depends on axioms: [propext, Classical.choice, Quot.sound]
#print axioms DegenerateLevelObservables.fourierState_equal_expectations
-- 'DegenerateLevelObservables.fourierState_equal_expectations' depends on axioms: [propext, Classical.choice, Quot.sound]
#print axioms DegenerateLevelObservables.sum_expectation_basis_independent
-- 'DegenerateLevelObservables.sum_expectation_basis_independent' depends on axioms: [propext, Classical.choice, Quot.sound]
#print axioms DegenerateLevelObservables.expectations_basis_independent_iff
-- 'DegenerateLevelObservables.expectations_basis_independent_iff' depends on axioms: [propext, Classical.choice, Quot.sound]
```

## From phases to the criterion in Lean

`phase_eq_pow` writes each phase as a power of $\omega$, and `conj_mul_root` gives $\bar\omega\omega=1$. In `phase_orthogonality`, `hterm` exhibits the geometric progression, `hw1` and `hwd` supply $w\ne1$ and $w^d=1$, and `geom_sum_mul` finishes the argument.

In `fourierState_matrixElement`, `simp only` expands the inner product and collapses the double sum using diagonality; `hs` combines the two normalisation factors. Applied to `LinearMap.id`, this lemma yields `fourierState_orthonormal`. With equal labels it yields `fourierState_expectation`, which `LinearMap.trace_eq_sum_inner` turns into the trace formula. That same identity, used for both bases, replaces the calculation with $U$ in `sum_expectation_basis_independent`.

For `expectations_basis_independent_iff`, `hA.eigenvectorBasis hd` provides the eigenbasis. The Fourier states become a basis `F` because $d$ orthonormal vectors span a $d$-dimensional space. Applying the assumption to `e` and `F` equates each eigenvalue with the average, and `e.toBasis.ext` passes from basis vectors to the whole operator. In the reverse direction, the identity permutation suffices.
